# A best fit to an exact signal overlaps an eigenphase of weight \(p_0>2/3\) by at least \(3-2/p_0\)

## Two eigenphases, two time steps

A quantum computer prepares a state \(\psi\) made of two eigenstates of a unitary \(U\), with weights 0.8 and 0.2 and eigenphases \(x_0\) and \(x_1\). We want \(x_0\), and we record \(g(k)=\langle\psi|U^k|\psi\rangle\) for \(k=0,1\):
\[
g(0)=1,\qquad g(1)=0.8\,e^{ix_0}+0.2\,e^{ix_1}.
\]
As the estimate, take a real \(y\) that maximises \(\tfrac12|g(0)+g(1)e^{-iy}|\).

At the trial phase \(x_0\), the large peak gives 0.8 and the small one removes at most 0.2, so the value is at least 0.6. At \(y\) it is at most \(0.8\,|D|+0.2\), where \(D=\tfrac12(1+e^{i(x_0-y)})\). Since \(y\) is the maximiser, \(|D|\ge 0.5\). Here \(|D|=|\cos((x_0-y)/2)|\), so \(y\) lies within \(2\pi/3\) of \(x_0\), modulo \(2\pi\). This bound is far from sharp: here the maximiser is the argument of \(g(1)\), which differs from \(x_0\) by at most \(\arcsin(0.2/0.8)\approx0.25\), modulo \(2\pi\). The cruder argument is used because it carries over to more time steps and more peaks.

## Many peaks and noisy data

For finitely many eigenphases \(x_m\) with weights \(p_m\ge0\), \(\sum_m p_m=1\), the signal is \(g(k)=\sum_m p_m e^{ikx_m}\). With \(U=e^{-iH\tau}\) and \(\hbar=1\), an energy \(E\) of the Hamiltonian \(H\) appears as the phase \(-E\tau\) modulo \(2\pi\), where \(\tau\) is the time step. The result thus bears on energy estimation from time series, for a state with one eigenphase of weight above \(2/3\).

Let \(G(k)\) be data with \(|G(k)-g(k)|\le\varepsilon\) for \(0\le k<N\), \(N\ge1\), and define
\[
F_G(y)=\sum_{k<N}G(k)e^{-iky},\qquad D(t)=\frac1N\sum_{k<N}e^{ikt}.
\]
Exchanging the sums gives, for the exact signal,
\[
F_g(y)=N\,S(y),\qquad S(y)=\sum_m p_m D(x_m-y).
\]
Each term of \(D\) has modulus \(1/N\), so \(|D|\le1\), and the other peaks contribute at most \(1-p_0\):
\[
|S(y)-p_0D(x_0-y)|\le\sum_{m\ne0}p_m=1-p_0.
\]
Since \(D(0)=1\), this yields
\[
|S(x_0)|\ge 2p_0-1,\qquad |S(y)|\le p_0|D(x_0-y)|+1-p_0.
\]
Noise changes \(F\) by at most \(N\varepsilon\) at any trial phase. If \(y\) maximises \(|F_G|\), then
\[
N|S(x_0)|-N\varepsilon\le|F_G(x_0)|\le|F_G(y)|\le N|S(y)|+N\varepsilon.
\]
Hence \(2p_0-1-2\varepsilon\le p_0|D(x_0-y)|+1-p_0\), and for \(p_0>0\)
\[
|D(x_0-y)|\ge 3-\frac{2(1+\varepsilon)}{p_0}.
\]
With \(\varepsilon=0\) the bound is \(3-2/p_0\), which is positive when \(p_0>2/3\).

## What the theorems say

`dominant_peak_fit` states the exact-data bound and its positivity; `noisy_peak_fit` states the version with \(\varepsilon\). The finite type `ι` labels the peaks, and `m₀` is the peak written 0 above. The phases `x` are arbitrary reals, so no spectral gap is assumed. `IsBestFit` means a global maximum over all real trial phases, and `exists_isBestFit` shows that one exists for any data.

Two names need care. `phase k t` is the complex factor \(e^{ikt}\), not an angle. `overlap` is \(D\), not the overlap of \(\psi\) with an eigenstate, whose square modulus is a weight.

The Lean model starts from the sum over peaks, not from \(U\) and \(\psi\). The step to an experiment is the uniform error bound `hG`: data from finitely many shots satisfy it only with some probability, which needs a separate estimate.

The conclusion concerns \(|D|\), not the phase error. For \(N=1\), \(D=1\) and every \(y\) is a best fit, so nothing is learned about \(x_0\). For \(N=3\), \(|D(\pi)|=1/3\), so a bound below \(1/3\) does not by itself exclude an error of \(\pi\).

## The Lean file

```lean
import Mathlib

open Finset

namespace DominantPeakFit

noncomputable section

/-- The phase factor `exp(i k t)` acquired after `k` time steps at phase `t` per step. -/
def phase (k : ℕ) (t : ℝ) : ℂ := Complex.exp (((k * t : ℝ) : ℂ) * Complex.I)

/-- The signal `g(k) = ∑ p_m exp(i k x_m)` of a state with weights `p_m` on eigenphases `x_m`. -/
def signal {ι : Type*} [Fintype ι] (p x : ι → ℝ) (k : ℕ) : ℂ :=
  ∑ m, (p m : ℂ) * phase k (x m)

/-- The normalised overlap `(1/N) ∑ exp(i k t)`, over `k < N`, of two pure tones whose phases
differ by `t`; the domain is `N ≥ 1`. -/
def overlap (N : ℕ) (t : ℝ) : ℂ := (∑ k ∈ range N, phase k t) / (N : ℂ)

/-- The correlation `∑ G(k) exp(-i k y)`, over `k < N`, of data `G` with a trial phase `y`. -/
def fit (N : ℕ) (G : ℕ → ℂ) (y : ℝ) : ℂ := ∑ k ∈ range N, G k * phase k (-y)

/-- The phase `y` is a best fit to the data `G` if it maximises the modulus of the correlation
over all real trial phases. -/
def IsBestFit (N : ℕ) (G : ℕ → ℂ) (y : ℝ) : Prop := ∀ z : ℝ, ‖fit N G z‖ ≤ ‖fit N G y‖

/-- A phase factor has modulus one. -/
theorem norm_phase (k : ℕ) (t : ℝ) : ‖phase k t‖ = 1 :=
  Complex.norm_exp_ofReal_mul_I _

/-- Every data record has a best-fit phase. -/
theorem exists_isBestFit (N : ℕ) (G : ℕ → ℂ) : ∃ y, IsBestFit N G y := by
  have hc : Continuous fun y : ℝ => ‖fit N G y‖ := by
    unfold fit phase
    fun_prop
  -- the correlation is periodic, so one period suffices
  have hper : Function.Periodic (fun y : ℝ => ‖fit N G y‖) (2 * Real.pi) := by
    intro y
    have h : ∀ k : ℕ, phase k (-(y + 2 * Real.pi)) = phase k (-y) := by
      intro k
      unfold phase
      rw [Complex.exp_eq_exp_iff_exists_int]
      refine ⟨-(k : ℤ), ?_⟩
      push_cast
      ring
    simp only [fit, h]
  obtain ⟨y, _, hmax⟩ := (isCompact_Icc (a := (0 : ℝ)) (b := 2 * Real.pi)).exists_isMaxOn
    ⟨0, le_refl 0, Real.two_pi_pos.le⟩ hc.continuousOn
  refine ⟨y, fun z => ?_⟩
  obtain ⟨w, hw, hzw⟩ := hper.exists_mem_Ico₀ Real.two_pi_pos z
  exact (le_of_eq hzw).trans (hmax ⟨hw.1, hw.2.le⟩)

/-- The overlap of two pure tones has modulus at most one. -/
theorem norm_overlap_le_one (N : ℕ) (t : ℝ) : ‖overlap N t‖ ≤ 1 := by
  unfold overlap
  rw [norm_div, Complex.norm_natCast]
  exact div_le_one_of_le₀ ((norm_sum_le _ _).trans (by simp [norm_phase])) (Nat.cast_nonneg N)

/-- For `N ≥ 1`, the correlation of the exact signal with a trial phase is `N` times the weighted
sum of the overlaps of its eigenphases with that trial phase. -/
theorem fit_signal {ι : Type*} [Fintype ι] (p x : ι → ℝ) {N : ℕ} (hN : 1 ≤ N) (y : ℝ) :
    fit N (signal p x) y = (N : ℂ) * ∑ m, (p m : ℂ) * overlap N (x m - y) := by
  have hN' : (N : ℂ) ≠ 0 := Nat.cast_ne_zero.mpr (by omega)
  have hphase : ∀ (k : ℕ) (s : ℝ), phase k (s - y) = phase k s * phase k (-y) := by
    intro k s
    unfold phase
    rw [← Complex.exp_add]
    congr 1
    push_cast
    ring
  have h : ∀ m, (N : ℂ) * ((p m : ℂ) * overlap N (x m - y))
      = ∑ k ∈ range N, (p m : ℂ) * phase k (x m) * phase k (-y) := by
    intro m
    calc (N : ℂ) * ((p m : ℂ) * overlap N (x m - y))
        = (p m : ℂ) * ∑ k ∈ range N, phase k (x m - y) := by
          unfold overlap
          field_simp
      _ = _ := by
          rw [Finset.mul_sum]
          refine Finset.sum_congr rfl fun k _ => ?_
          rw [hphase, mul_assoc]
  simp only [fit, signal, Finset.sum_mul]
  rw [Finset.sum_comm, Finset.mul_sum]
  exact Finset.sum_congr rfl fun m _ => (h m).symm

/-- For non-negative weights summing to one, all peaks other than `m₀` together contribute at most
`1 - p_{m₀}` to the normalised correlation. -/
theorem background_le {ι : Type*} [Fintype ι] {p : ι → ℝ} (x : ι → ℝ) (hp : ∀ m, 0 ≤ p m)
    (hsum : ∑ m, p m = 1) (m₀ : ι) (N : ℕ) (y : ℝ) :
    ‖∑ m, (p m : ℂ) * overlap N (x m - y) - (p m₀ : ℂ) * overlap N (x m₀ - y)‖
      ≤ 1 - p m₀ := by
  classical
  have h1 : p m₀ + ∑ m ∈ univ.erase m₀, p m = 1 := by
    rw [Finset.add_sum_erase _ _ (mem_univ m₀)]
    exact hsum
  have h2 : (p m₀ : ℂ) * overlap N (x m₀ - y)
      + ∑ m ∈ univ.erase m₀, (p m : ℂ) * overlap N (x m - y)
      = ∑ m, (p m : ℂ) * overlap N (x m - y) :=
    Finset.add_sum_erase univ (fun m => (p m : ℂ) * overlap N (x m - y)) (mem_univ m₀)
  have h3 : ‖∑ m ∈ univ.erase m₀, (p m : ℂ) * overlap N (x m - y)‖
      ≤ ∑ m ∈ univ.erase m₀, p m := by
    refine norm_sum_le_of_le _ fun m _ => ?_
    rw [norm_mul, Complex.norm_real, Real.norm_of_nonneg (hp m)]
    exact mul_le_of_le_one_right (hp m) (norm_overlap_le_one _ _)
  rw [← h2, add_sub_cancel_left]
  linarith

/-- Let the weights be non-negative with sum one, `p_{m₀} > 0` and `N ≥ 1`. If each of the `N` data
points is within `ε` of the exact signal, a best-fit phase `y` has overlap at least
`3 - 2(1 + ε)/p_{m₀}` in modulus with the eigenphase `x_{m₀}`. -/
theorem noisy_peak_fit {ι : Type*} [Fintype ι] {p x : ι → ℝ} (hp : ∀ m, 0 ≤ p m)
    (hsum : ∑ m, p m = 1) {m₀ : ι} (h0 : 0 < p m₀) {N : ℕ} (hN : 1 ≤ N) {G : ℕ → ℂ} {ε : ℝ}
    (hG : ∀ k < N, ‖G k - signal p x k‖ ≤ ε) {y : ℝ} (hy : IsBestFit N G y) :
    3 - 2 * (1 + ε) / p m₀ ≤ ‖overlap N (x m₀ - y)‖ := by
  have hNpos : (0 : ℝ) < N := Nat.cast_pos.mpr (by omega)
  have hNC : (N : ℂ) ≠ 0 := Nat.cast_ne_zero.mpr (by omega)
  -- noise changes the correlation by at most `N ε`
  have hnoise : ∀ z, ‖fit N G z - fit N (signal p x) z‖ ≤ N * ε := by
    intro z
    have h : ‖∑ k ∈ range N, (G k - signal p x k) * phase k (-z)‖ ≤ ∑ _k ∈ range N, ε := by
      refine norm_sum_le_of_le _ fun k hk => ?_
      rw [norm_mul, norm_phase, mul_one]
      exact hG k (Finset.mem_range.mp hk)
    rw [Finset.sum_const, card_range, nsmul_eq_mul] at h
    simpa only [fit, sub_mul, Finset.sum_sub_distrib] using h
  have hnorm : ∀ z, ‖fit N (signal p x) z‖
      = N * ‖∑ m, (p m : ℂ) * overlap N (x m - z)‖ := by
    intro z
    rw [fit_signal p x hN, norm_mul, Complex.norm_natCast]
  have hpeak : ∀ z, ‖(p m₀ : ℂ) * overlap N (x m₀ - z)‖
      = p m₀ * ‖overlap N (x m₀ - z)‖ := by
    intro z
    rw [norm_mul, Complex.norm_real, Real.norm_of_nonneg h0.le]
  have hone : ‖overlap N (x m₀ - x m₀)‖ = 1 := by
    simp [overlap, phase, hNC]
  -- lower bound at the true phase, upper bound at the fitted phase
  have hlow := norm_sub_norm_le ((p m₀ : ℂ) * overlap N (x m₀ - x m₀))
    (∑ m, (p m : ℂ) * overlap N (x m - x m₀))
  rw [norm_sub_rev, hpeak, hone] at hlow
  have hup := norm_sub_norm_le (∑ m, (p m : ℂ) * overlap N (x m - y))
    ((p m₀ : ℂ) * overlap N (x m₀ - y))
  rw [hpeak] at hup
  have hb0 := background_le x hp hsum m₀ N (x m₀)
  have hby := background_le x hp hsum m₀ N y
  -- maximality compares the two
  have ha := norm_sub_norm_le (fit N (signal p x) (x m₀)) (fit N G (x m₀))
  rw [norm_sub_rev, hnorm] at ha
  have hb := norm_sub_norm_le (fit N G y) (fit N (signal p x) y)
  rw [hnorm] at hb
  have hcmp : ‖∑ m, (p m : ℂ) * overlap N (x m - x m₀)‖
      ≤ ‖∑ m, (p m : ℂ) * overlap N (x m - y)‖ + 2 * ε := by
    refine le_of_mul_le_mul_left ?_ hNpos
    linarith [hnoise (x m₀), hnoise y, hy (x m₀)]
  have hdiv : 3 - 2 * (1 + ε) / p m₀ = (3 * p m₀ - 2 * (1 + ε)) / p m₀ := by
    rw [sub_div, mul_div_cancel_right₀ _ h0.ne']
  rw [hdiv, div_le_iff₀ h0]
  linarith

/-- Dominant-peak fitting: for non-negative weights with sum one, `p_{m₀} > 2/3` and `N ≥ 1`, a
best fit `y` to the exact signal has overlap at least `3 - 2/p_{m₀}` in modulus with the dominant
eigenphase, and this bound is positive. -/
theorem dominant_peak_fit {ι : Type*} [Fintype ι] {p x : ι → ℝ} (hp : ∀ m, 0 ≤ p m)
    (hsum : ∑ m, p m = 1) {m₀ : ι} (h0 : 2 / 3 < p m₀) {N : ℕ} (hN : 1 ≤ N) {y : ℝ}
    (hy : IsBestFit N (signal p x) y) :
    0 < 3 - 2 / p m₀ ∧ 3 - 2 / p m₀ ≤ ‖overlap N (x m₀ - y)‖ := by
  have hpos : 0 < p m₀ := by linarith
  have hlt : 2 / p m₀ < 3 := by
    rw [div_lt_iff₀ hpos]
    linarith
  have h := noisy_peak_fit (x := x) (G := signal p x) (ε := 0) hp hsum hpos hN
    (fun k _ => by simp) hy
  rw [add_zero, mul_one] at h
  exact ⟨by linarith, h⟩

end

end DominantPeakFit
```

```lean
#print axioms DominantPeakFit.exists_isBestFit
-- 'DominantPeakFit.exists_isBestFit' depends on axioms: [propext, Classical.choice, Quot.sound]
#print axioms DominantPeakFit.dominant_peak_fit
-- 'DominantPeakFit.dominant_peak_fit' depends on axioms: [propext, Classical.choice, Quot.sound]
```

## From the lemmas to the bound

`exists_isBestFit` uses continuity and \(2\pi\)-periodicity to reduce the search to a compact interval, where a maximum exists.

`norm_phase` and the triangle inequality give `norm_overlap_le_one`. `fit_signal` is the exchange of sums, done by `Finset.sum_comm` after \(e^{ik(x_m-y)}\) is split into two factors. `background_le` separates `m₀` from the sum and bounds each remaining term by its weight.

In `noisy_peak_fit`, `hnoise` is the \(N\varepsilon\) estimate. The reverse triangle inequality `norm_sub_norm_le` supplies `hlow` and `hup`, the bounds on \(|S|\) at \(x_0\) and \(y\). Maximality enters as `hy (x m₀)` inside `hcmp`, where the common factor \(N\) is cancelled. The last lines multiply the claim by \(p_0\), and `linarith` combines the inequalities.

`dominant_peak_fit` sets \(\varepsilon=0\) and checks \(2/p_0<3\).
